# The squared Anderson–Hasegawa factor for two equal core spins sharing one electron

Take two core spins 1/2 and one electron, and write the states in the order core 1, core 2, electron. When the electron sits on site 1, strong Hund coupling puts it in a triplet with core 1. When it sits on site 2, the triplet is with core 2. For total spin $j=1/2$ and magnetic quantum number $1/2$, each condition leaves one normalised state up to a phase:

$$\phi_1=\frac{2|{\uparrow\downarrow\uparrow}\rangle-|{\uparrow\uparrow\downarrow}\rangle-|{\downarrow\uparrow\uparrow}\rangle}{\sqrt6},\qquad
\phi_2=\frac{2|{\downarrow\uparrow\uparrow}\rangle-|{\uparrow\uparrow\downarrow}\rangle-|{\uparrow\downarrow\uparrow}\rangle}{\sqrt6}.$$

Their overlap is $(-2+1-2)/6=-1/2$. Let $P_i$ be the projector on the triplet of core $i$ and the electron. Then $P_1P_2\phi_1=\tfrac14\phi_1$. For $j=3/2$ all three spins are parallel, both projectors act as the identity, and the factor is 1. Both values equal $(j+\tfrac12)^2/4$. For cores of length $l$ the denominator becomes $(2l+1)^2$, and the result follows from an operator identity that needs no coupling coefficients.

## Spins, electron and Hund projectors

The operators live in a complex algebra $A$ with unit, which may be a matrix algebra but need not be finite-dimensional. Units have $\hbar=1$.

```lean
import Mathlib

open scoped Kronecker

namespace DoubleExchange

noncomputable section

variable {A : Type*} [Ring A] [Algebra ℂ A]
```

Components are numbered 0, 1, 2 for $x,y,z$, so $\sigma_0$ is the first Pauli operator and not the identity. The scalar product of two triples keeps the order of the factors: $X\cdot Y=X_0Y_0+X_1Y_1+X_2Y_2$.

```lean
/-- The scalar product `X·Y` of two triples of operators. -/
def dot (X Y : Fin 3 → A) : A := X 0 * Y 0 + X 1 * Y 1 + X 2 * Y 2
```

A spin of length $l$ is a triple with $[L_a,L_b]=iL_c$ for $(a,b,c)$ cyclic in $(0,1,2)$ and $L\cdot L=l(l+1)$. The number $l$ may be complex here; the physical values are $0,\tfrac12,1,\dots$

```lean
/-- A triple of operators with the angular momentum commutators and `L² = l(l+1)`. -/
structure IsSpin (l : ℂ) (L : Fin 3 → A) : Prop where
  xy : L 0 * L 1 - L 1 * L 0 = Complex.I • L 2
  yz : L 1 * L 2 - L 2 * L 1 = Complex.I • L 0
  zx : L 2 * L 0 - L 0 * L 2 = Complex.I • L 1
  casimir : dot L L = (l * (l + 1)) • (1 : A)
```

The spin of the electron is $\sigma/2$, where $\sigma_a^2=1$ and $\sigma_a\sigma_b=i\sigma_c$ in cyclic order.

```lean
/-- A triple of operators with the products of the Pauli matrices. -/
structure IsPauli (σ : Fin 3 → A) : Prop where
  sq : ∀ a, σ a * σ a = 1
  xy : σ 0 * σ 1 = Complex.I • σ 2
  yz : σ 1 * σ 2 = Complex.I • σ 0
  zx : σ 2 * σ 0 = Complex.I • σ 1
```

Write $\mathbf L_1,\mathbf L_2$ for the two core triples, where the subscript now names the site. They have the same length and commute with each other and with $\sigma$, as operators on different tensor factors do.

```lean
/-- Two core spins of equal length `l` and the Pauli triple of an electron, where operators from
different triples commute. -/
structure IsDimer (l : ℂ) (L₁ L₂ σ : Fin 3 → A) : Prop where
  spin₁ : IsSpin l L₁
  spin₂ : IsSpin l L₂
  pauli : IsPauli σ
  comm₁₂ : ∀ a b, L₁ a * L₂ b = L₂ b * L₁ a
  comm₁ : ∀ a b, L₁ a * σ b = σ b * L₁ a
  comm₂ : ∀ a b, L₂ a * σ b = σ b * L₂ a
```

On states where core $i$ and the electron couple to $l+\tfrac12$, the operator $\mathbf L_i\cdot\sigma$ equals $l$; on those with $l-\tfrac12$ it equals $-(l+1)$. Hence

$$P_i=\frac{\mathbf L_i\cdot\sigma+l+1}{2l+1}$$

is 1 on the former and 0 on the latter. It stands for a Hund coupling so strong that only the parallel alignment survives.

```lean
/-- The Hund projector `(L·σ + l + 1)/(2l+1)` of a core spin and the electron,
for `2l+1 ≠ 0`. -/
def hund (l : ℂ) (L σ : Fin 3 → A) : A :=
  (2 * l + 1)⁻¹ • (dot L σ + (l + 1) • (1 : A))
```

The total angular momentum is $\mathbf J=\mathbf L_1+\mathbf L_2+\sigma/2$.

```lean
/-- The total angular momentum `J = L₁ + L₂ + σ/2`. -/
def total (L₁ L₂ σ : Fin 3 → A) (a : Fin 3) : A := L₁ a + L₂ a + (1 / 2 : ℂ) • σ a
```

## Why the Hund operators are idempotent

Start from $\sigma_c\sigma_a=i\sigma_b$, that is, $\sigma_b=-i\sigma_c\sigma_a$. Multiplying on the right by $\sigma_a$ and using $\sigma_a^2=1$ gives $\sigma_b\sigma_a=-i\sigma_c$. The lemma does this once for general indices and applies it to the three cyclic cases.

```lean
/-- Pauli operators multiplied in the opposite cyclic order acquire the factor `-i`. -/
theorem IsPauli.reverse {σ : Fin 3 → A} (h : IsPauli σ) :
    σ 1 * σ 0 = (-Complex.I) • σ 2 ∧ σ 2 * σ 1 = (-Complex.I) • σ 0 ∧
      σ 0 * σ 2 = (-Complex.I) • σ 1 := by
  have key : ∀ a b c, σ c * σ a = Complex.I • σ b → σ b * σ a = (-Complex.I) • σ c := by
    intro a b c hc
    have hb : σ b = (-Complex.I) • (σ c * σ a) := by
      rw [hc, smul_smul]
      simp
    rw [hb, smul_mul_assoc, mul_assoc, h.sq, mul_one]
  exact ⟨key _ _ _ h.zx, key _ _ _ h.xy, key _ _ _ h.yz⟩
```

Now let $Y$ commute with $\sigma$. Each term of the product of two couplings can be reordered as $X_a\sigma_aY_b\sigma_b=X_aY_b\,\sigma_a\sigma_b$. The terms with $a=b$ sum to $X\cdot Y$, and those with $a\ne b$ form a cross product:

$$(X\cdot\sigma)(Y\cdot\sigma)=X\cdot Y+i\,(X\times Y)\cdot\sigma .$$

In the proof `key` is the reordering, and `module` collects the terms.

```lean
/-- The Pauli product identity `(X·σ)(Y·σ) = X·Y + i (X×Y)·σ` for operator triples,
where `Y` commutes with `σ`. -/
theorem dot_mul_dot {X Y σ : Fin 3 → A} (h : IsPauli σ)
    (hc : ∀ a b, Y a * σ b = σ b * Y a) :
    dot X σ * dot Y σ = dot X Y + Complex.I • ((X 1 * Y 2 - X 2 * Y 1) * σ 0
      + (X 2 * Y 0 - X 0 * Y 2) * σ 1 + (X 0 * Y 1 - X 1 * Y 0) * σ 2) := by
  obtain ⟨yx, zy, xz⟩ := h.reverse
  have key : ∀ a b, X a * σ a * (Y b * σ b) = X a * Y b * (σ a * σ b) := by
    intro a b
    calc X a * σ a * (Y b * σ b) = X a * (σ a * Y b) * σ b := by simp only [mul_assoc]
      _ = X a * Y b * (σ a * σ b) := by rw [← hc b a]; simp only [mul_assoc]
  simp only [dot, add_mul, mul_add, key, h.sq, h.xy, h.yz, h.zx, yx, zy, xz,
    mul_smul_comm, mul_one, sub_mul]
  module
```

For $X=Y=L$ the commutators say $L\times L=iL$. The last term is then $i\cdot i\,L\cdot\sigma$, so

$$(L\cdot\sigma)^2=l(l+1)-L\cdot\sigma .$$

```lean
/-- The coupling of one spin to the electron obeys `(L·σ)² = l(l+1) - L·σ`. -/
theorem dot_sq {l : ℂ} {L σ : Fin 3 → A} (hL : IsSpin l L) (h : IsPauli σ)
    (hc : ∀ a b, L a * σ b = σ b * L a) :
    dot L σ * dot L σ = (l * (l + 1)) • (1 : A) - dot L σ := by
  rw [dot_mul_dot h hc, hL.xy, hL.yz, hL.zx, hL.casimir]
  simp only [smul_mul_assoc, ← smul_add, smul_smul, Complex.I_mul_I, dot]
  module
```

With $K=L\cdot\sigma$ this gives

$$(K+l+1)^2=l(l+1)-K+2(l+1)K+(l+1)^2=(2l+1)(K+l+1),$$

and division by $(2l+1)^2$ yields $P^2=P$. The equation `e` is this line. If $2l+1=0$, Lean's inverse is zero and so is `hund`, which is why the lemma needs no condition on $l$.

```lean
/-- The Hund operator is idempotent. -/
theorem hund_idem {l : ℂ} {L σ : Fin 3 → A} (hL : IsSpin l L) (h : IsPauli σ)
    (hc : ∀ a b, L a * σ b = σ b * L a) :
    hund l L σ * hund l L σ = hund l L σ := by
  by_cases h0 : 2 * l + 1 = 0
  · simp [hund, h0]
  have e : (dot L σ + (l + 1) • (1 : A)) * (dot L σ + (l + 1) • (1 : A))
      = (2 * l + 1) • (dot L σ + (l + 1) • (1 : A)) := by
    simp only [add_mul, mul_add, smul_mul_assoc, mul_smul_comm, one_mul, mul_one,
      dot_sq hL h hc]
    module
  unfold hund
  rw [smul_mul_smul_comm, e, smul_smul, mul_assoc, inv_mul_cancel₀ h0, mul_one]
```

## From the total spin to the projectors

The three triples commute, so the square of their sum is

$$J^2=2l(l+1)+\tfrac34+2\,\mathbf L_1\cdot\mathbf L_2+\mathbf L_1\cdot\sigma+\mathbf L_2\cdot\sigma ,$$

where $\tfrac34$ is $\tfrac14\,\sigma\cdot\sigma$. The proof expands the products and then inserts the two values of $L\cdot L$.

```lean
/-- The square of the total angular momentum, written through the pair couplings. -/
theorem total_sq {l : ℂ} {L₁ L₂ σ : Fin 3 → A} (h : IsDimer l L₁ L₂ σ) :
    dot (total L₁ L₂ σ) (total L₁ L₂ σ) = (2 * (l * (l + 1)) + 3 / 4) • (1 : A)
      + (2 : ℂ) • dot L₁ L₂ + dot L₁ σ + dot L₂ σ := by
  have c₁ := h.spin₁.casimir
  have c₂ := h.spin₂.casimir
  have k := fun a b => (h.comm₁₂ a b).symm
  have k₁ := fun a b => (h.comm₁ a b).symm
  have k₂ := fun a b => (h.comm₂ a b).symm
  simp only [dot] at c₁ c₂
  simp only [dot, total, mul_add, add_mul, smul_mul_assoc, mul_smul_comm, k, k₁, k₂,
    h.pauli.sq]
  linear_combination (norm := module) c₁ + c₂
```

The term $\mathbf L_1\cdot\mathbf L_2$ does not contain the electron, yet it can be expressed through the Hund projectors. Put $K_i=\mathbf L_i\cdot\sigma$ and apply the product identity in both orders. Since $\mathbf L_2\times\mathbf L_1=-\mathbf L_1\times\mathbf L_2$, the cross products cancel:

$$K_1K_2+K_2K_1=2\,\mathbf L_1\cdot\mathbf L_2 .$$

Let $n=2l+1\neq0$, so that $K_i=nP_i-(l+1)$. Then

$$2\,\mathbf L_1\cdot\mathbf L_2=n^2(P_1P_2+P_2P_1)-2n(l+1)(P_1+P_2)+2(l+1)^2 .$$

Insert this in $J^2+\tfrac14$. The constants add up to $2l(l+1)+1+2(l+1)^2-2(l+1)=n^2$, and the coefficient of $P_1+P_2$ is $n-2n(l+1)=-n^2$. Therefore

$$J^2+\tfrac14=n^2(1-P_1-P_2+P_1P_2+P_2P_1)=n^2\bigl(1-(P_1-P_2)^2\bigr).$$

Multiplication by $P_1$ on the right cancels everything in the bracket except $P_1P_2P_1$:

$$(2l+1)^2P_1P_2P_1=(J^2+\tfrac14)P_1 .$$

The theorem states both identities for every dimer with $2l+1\ne0$, which includes all $l\ge0$. In its proof `e` recovers $K_i$ from $P_i$, `anti` is the anticommutator, and `hJ` is the first identity. The last `linear_combination` uses idempotency to reduce the product with $P_1$.

```lean
/-- For a dimer with `2l+1 ≠ 0`, `J² + 1/4 = (2l+1)² (1 - (P₁ - P₂)²)`, and on the Hund states of
the first site `(2l+1)² P₁ P₂ P₁ = (J² + 1/4) P₁`. -/
theorem double_exchange {l : ℂ} {L₁ L₂ σ : Fin 3 → A} (h : IsDimer l L₁ L₂ σ)
    (hl : 2 * l + 1 ≠ 0) :
    dot (total L₁ L₂ σ) (total L₁ L₂ σ) + (1 / 4 : ℂ) • (1 : A) = (2 * l + 1) ^ 2 •
        (1 - (hund l L₁ σ - hund l L₂ σ) * (hund l L₁ σ - hund l L₂ σ)) ∧
      (2 * l + 1) ^ 2 • (hund l L₁ σ * hund l L₂ σ * hund l L₁ σ) =
        (dot (total L₁ L₂ σ) (total L₁ L₂ σ) + (1 / 4 : ℂ) • (1 : A)) * hund l L₁ σ := by
  have p₁ := hund_idem h.spin₁ h.pauli h.comm₁
  have p₂ := hund_idem h.spin₂ h.pauli h.comm₂
  have e : ∀ L : Fin 3 → A, dot L σ = (2 * l + 1) • hund l L σ - (l + 1) • (1 : A) := by
    intro L
    rw [hund, smul_smul, mul_inv_cancel₀ hl, one_smul, add_sub_cancel_right]
  -- the two couplings anticommute up to the scalar product of the core spins
  have anti : dot L₁ σ * dot L₂ σ + dot L₂ σ * dot L₁ σ = (2 : ℂ) • dot L₁ L₂ := by
    have k := fun a b => (h.comm₁₂ a b).symm
    rw [dot_mul_dot h.pauli h.comm₂, dot_mul_dot h.pauli h.comm₁]
    simp only [dot, k, sub_mul]
    module
  have hJ : dot (total L₁ L₂ σ) (total L₁ L₂ σ) + (1 / 4 : ℂ) • (1 : A) =
      (2 * l + 1) ^ 2 •
        (1 - (hund l L₁ σ - hund l L₂ σ) * (hund l L₁ σ - hund l L₂ σ)) := by
    rw [e L₁, e L₂] at anti
    rw [total_sq h, e L₁, e L₂]
    simp only [sub_mul, mul_sub, smul_mul_assoc, mul_smul_comm, one_mul, mul_one] at anti
    simp only [sub_mul, mul_sub, p₁, p₂]
    linear_combination (norm := module) -anti
  refine ⟨hJ, ?_⟩
  rw [hJ, smul_mul_assoc]
  congr 1
  linear_combination (norm := noncomm_ring)
    p₁ * hund l L₁ σ + p₁ - hund l L₂ σ * p₁ + p₂ * hund l L₁ σ
```

Equal core lengths matter. Take core 1 of length $\tfrac12$ and core 2 of length 0, so that $\mathbf L_2=0$. On site 2 the electron has no core spin to align with, and the projector formula with $l=0$ gives $P_2=1$. Hence $P_1P_2P_1=P_1$. On the Hund states of site 1, core 1 and the electron form a triplet with $J^2=2$, so $(J^2+\tfrac14)P_1=\tfrac94P_1$. The identity would need $(2l+1)^2=\tfrac94$, but the two core lengths give 4 and 1.

## The factor for a state of definite total spin

Let $2l+1\neq0$ as before, and let $\psi$ satisfy $\mathbf L_1\cdot\sigma\,\psi=l\psi$ and $J^2\psi=j(j+1)\psi$. The first condition gives $P_1\psi=\psi$, because $(l+l+1)/(2l+1)=1$. Applying the second identity to $\psi$ gives

$$(2l+1)^2P_1P_2\psi=\bigl(j(j+1)+\tfrac14\bigr)\psi=(j+\tfrac12)^2\psi .$$

In Lean the states form a module `M` on which the algebra acts, and `•` is the action of an operator or a number on a state. No inner product is used, and $\psi$ need not be normalised. The proof follows the same two steps, with `hP` for $P_1\psi=\psi$.

```lean
/-- For a state with `L₁·σ = l` and `J² = j(j+1)`, projecting on the Hund states of site 2
and then of site 1 multiplies it by `(j+1/2)²/(2l+1)²`. -/
theorem anderson_hasegawa_factor {M : Type*} [AddCommGroup M] [Module ℂ M] [Module A M]
    [IsScalarTower ℂ A M] {l j : ℂ} {L₁ L₂ σ : Fin 3 → A} (h : IsDimer l L₁ L₂ σ)
    (hl : 2 * l + 1 ≠ 0) {ψ : M} (hψ : dot L₁ σ • ψ = l • ψ)
    (hj : dot (total L₁ L₂ σ) (total L₁ L₂ σ) • ψ = (j * (j + 1)) • ψ) :
    (2 * l + 1) ^ 2 • (hund l L₁ σ • hund l L₂ σ • ψ) = (j + 1 / 2) ^ 2 • ψ := by
  have hP : hund l L₁ σ • ψ = ψ := by
    unfold hund
    rw [smul_assoc, add_smul (dot L₁ σ), hψ, smul_assoc, one_smul, ← add_smul, smul_smul,
      show l + (l + 1) = 2 * l + 1 by ring, inv_mul_cancel₀ hl, one_smul]
  have e := congrArg (fun x : A => x • ψ) (double_exchange h hl).2
  beta_reduce at e
  rw [smul_assoc, mul_smul, mul_smul, hP, mul_smul, hP, add_smul, hj, smul_assoc,
    one_smul] at e
  rw [e, ← add_smul]
  congr 1
  ring
```

For $l=\tfrac32$ the possible values $j=\tfrac12,\tfrac32,\tfrac52,\tfrac72$ give the squared factors $\tfrac1{16},\tfrac14,\tfrac9{16},1$.

In a model of a mixed-valence dimer with one mobile electron, one orbital per site, equal site energies and infinite Hund coupling, this is how total spin controls delocalisation. If the electron hops with real amplitude $t$ and keeps its spin, the projected hop from site 1 to site 2 is $tP_2P_1$, and going there and back gives $t^2P_1P_2P_1$. Measured from the common site energy, the hopping levels are then $\pm|t|(j+\tfrac12)/(2l+1)$, an inference from the checked identity that brings in a Hamiltonian the theorems do not contain. The ratio $(j+\tfrac12)/(2l+1)$, which multiplies the hopping amplitude here, is the Anderson–Hasegawa factor; the theorem above gives its square. Finite Hund coupling and direct exchange between the cores are also left out of the model.

## Three spins as explicit matrices

The opening example is an instance of the abstract definition. It is built from the Pauli matrices.

```lean
/-- The three Pauli matrices. -/
def pauli : Fin 3 → Matrix (Fin 2) (Fin 2) ℂ :=
  ![!![0, 1; 1, 0], !![0, -Complex.I; Complex.I, 0], !![1, 0; 0, -1]]
```

Halving a Pauli triple gives a spin 1/2: for instance $\tfrac14[\sigma_0,\sigma_1]=\tfrac14\cdot2i\sigma_2=i\,(\sigma_2/2)$, and the square of the triple is $\tfrac14\cdot3=\tfrac12\cdot\tfrac32$.

```lean
/-- Half of a Pauli triple is an angular momentum with `l = 1/2`. -/
theorem IsPauli.half {σ : Fin 3 → A} (h : IsPauli σ) :
    IsSpin (1 / 2) (fun a => (1 / 2 : ℂ) • σ a) := by
  obtain ⟨yx, zy, xz⟩ := h.reverse
  constructor <;>
    simp only [dot, smul_mul_smul_comm, h.sq, h.xy, h.yz, h.zx, yx, zy, xz] <;> module
```

On the eight-dimensional space of core 1, core 2 and electron, set

$$L_{1,a}=\tfrac12\,\sigma_a\otimes1\otimes1,\qquad L_{2,a}=\tfrac12\,1\otimes\sigma_a\otimes1,$$

and let $1\otimes1\otimes\sigma_a$ act on the electron. The proof checks the Pauli products entry by entry for the $2\times2$ matrices. The rule $(B\otimes C)(D\otimes E)=BD\otimes CE$ for matrices carries them over to each factor and shows that different factors commute.

```lean
/-- Two spin-1/2 cores and one electron, as Kronecker products of Pauli and identity matrices,
satisfy `IsDimer` with `l = 1/2`. -/
theorem isDimer_witness :
    IsDimer (1 / 2)
      (fun a => (1 / 2 : ℂ) • ((pauli a ⊗ₖ (1 : Matrix (Fin 2) (Fin 2) ℂ)) ⊗ₖ
        (1 : Matrix (Fin 2) (Fin 2) ℂ)))
      (fun a => (1 / 2 : ℂ) • (((1 : Matrix (Fin 2) (Fin 2) ℂ) ⊗ₖ pauli a) ⊗ₖ
        (1 : Matrix (Fin 2) (Fin 2) ℂ)))
      (fun a => ((1 : Matrix (Fin 2) (Fin 2) ℂ) ⊗ₖ (1 : Matrix (Fin 2) (Fin 2) ℂ)) ⊗ₖ
        pauli a) := by
  have hp : IsPauli pauli := by
    constructor
    · intro a
      fin_cases a <;> ext i j <;> fin_cases i <;> fin_cases j <;>
        simp [pauli, Matrix.mul_apply, Fin.sum_univ_succ]
    all_goals
      ext i j
      fin_cases i <;> fin_cases j <;> simp [pauli, Matrix.mul_apply, Fin.sum_univ_succ]
  refine ⟨IsPauli.half ?_, IsPauli.half ?_, ?_, ?_, ?_, ?_⟩
  -- each factor inherits the Pauli products
  iterate 3
    constructor <;> intros <;>
      simp only [← Matrix.mul_kronecker_mul, hp.sq, hp.xy, hp.yz, hp.zx, one_mul,
        Matrix.smul_kronecker, Matrix.kronecker_smul, Matrix.one_kronecker_one]
  -- operators on different factors commute
  all_goals
    intro a b
    simp only [smul_mul_assoc, mul_smul_comm, ← Matrix.mul_kronecker_mul, one_mul, mul_one]

end

end DoubleExchange
```

```lean
#print axioms DoubleExchange.anderson_hasegawa_factor
```

```
'DoubleExchange.anderson_hasegawa_factor' depends on axioms: [propext, Classical.choice, Quot.sound]
```
